# Equal thermal densities on a finite lattice: potentials differ by a configuration-independent energy when the Hamiltonian is diagonal in the occupations

**A:** Take finitely many configurations s, at least one, with energies E_s + Σ_i v_i n_i(s), at inverse temperature β > 0. Two potentials v and w give the same Gibbs averages of every n_i exactly when

D_s = Σ_i (v_i − w_i) n_i(s)

is the same for all s. For N spinless fermions on a lattice neither empty nor full, equal densities force v and w to differ by one additive constant.

**Q:** Mermin's theorem concerns quantum electrons. Where is the kinetic energy?

**A:** There is none. All terms of the Hamiltonian commute with the n_i, so the Hamiltonian and the n_i have a common eigenbasis, labelled by the configurations, and the Gibbs state is an ordinary probability distribution over it. Hopping would break this. What remains is the density-to-potential uniqueness behind finite-temperature density functional theory, for finite models diagonal in the occupations, with any interaction E. No density functional is constructed, and nothing is said about which densities can occur.

**Q:** Then show me the argument by hand.

**A:** Let p_s and q_s be the Gibbs probabilities for v and w, Z_v and Z_w the partition functions, and ρ_i^v and ρ_i^w the averages of n_i. Taking logarithms,

log p_s = −β (E_s + Σ_i v_i n_i(s)) − log Z_v,

and likewise for q_s with w. Subtracting removes E_s:

log p_s − log q_s = −β D_s + log Z_w − log Z_v.

Multiply by p_s − q_s and sum over s. Both distributions sum to one, so the log Z terms vanish. Exchanging the sums over s and i then gives

Σ_s (p_s − q_s)(log p_s − log q_s) = −β Σ_i (v_i − w_i)(ρ_i^v − ρ_i^w).

The logarithm is strictly increasing, so each term on the left is non-negative, and positive if p_s ≠ q_s. Equal densities make the right side zero, hence p_s = q_s for every s. The subtracted logarithms now read β D_s = log Z_w − log Z_v, which doesn't depend on s.

Conversely, if D_s = c for all s, every weight for v is exp(−βc) times the weight for w. So is the partition function, and the factor cancels.

**Q:** What do the Lean objects stand for?

**A:** `S` is the set of configurations, `ι` the set of sites, and `n s i` is n_i(s), an arbitrary real number. Both potentials share the same `E` and `β`.

```lean
import Mathlib

open Finset

namespace LatticeMermin

noncomputable section

variable {S ι : Type*} [Fintype S] [Fintype ι]
variable (β : ℝ) (E : S → ℝ) (n : S → ι → ℝ) (v w : ι → ℝ)

/-- Energy of the configuration `s` in the external potential `v`. -/
def extEnergy (s : S) : ℝ := ∑ i, v i * n s i

/-- Boltzmann weight of the configuration `s` at inverse temperature `β`. -/
def boltzmann (s : S) : ℝ := Real.exp (-β * (E s + extEnergy n v s))

/-- Partition function: the sum of all Boltzmann weights. -/
def partitionFn : ℝ := ∑ s, boltzmann β E n v s

/-- Gibbs probability of the configuration `s`, for a non-empty set of configurations. -/
def gibbs (s : S) : ℝ := boltzmann β E n v s / partitionFn β E n v

/-- Thermal density at site `i`: the Gibbs average of `n_i`. -/
def density (i : ι) : ℝ := ∑ s, gibbs β E n v s * n s i
```

The ensemble is whatever `S` contains: fixing the particle number makes it canonical. If the number varies, a chemical-potential term can be put into `E`.

**Q:** And the entropy identity?

**A:** First come linearity in the potential, positivity and normalisation, then the logarithm.

```lean
omit [Fintype S] in
lemma extEnergy_sub (s : S) :
    extEnergy n (v - w) s = extEnergy n v s - extEnergy n w s := by
  simp only [extEnergy, Pi.sub_apply, sub_mul, Finset.sum_sub_distrib]

lemma partitionFn_pos [Nonempty S] : 0 < partitionFn β E n v :=
  Finset.sum_pos (fun _ _ => Real.exp_pos _) Finset.univ_nonempty

lemma gibbs_pos [Nonempty S] (s : S) : 0 < gibbs β E n v s :=
  div_pos (Real.exp_pos _) (partitionFn_pos β E n v)

lemma sum_gibbs [Nonempty S] : ∑ s, gibbs β E n v s = 1 := by
  simp only [gibbs]
  rw [← Finset.sum_div]
  exact div_self (partitionFn_pos β E n v).ne'

/-- The logarithm of a Gibbs probability is `-β` times the energy, minus `log Z`. -/
theorem log_gibbs [Nonempty S] (s : S) : Real.log (gibbs β E n v s) =
    -β * (E s + extEnergy n v s) - Real.log (partitionFn β E n v) := by
  rw [gibbs, boltzmann, Real.log_div (Real.exp_ne_zero _) (partitionFn_pos β E n v).ne',
    Real.log_exp]
```

`sum_potential_density` exchanges the two sums. `relative_entropy_eq` substitutes the logarithms and uses normalisation to remove the log Z terms.

```lean
lemma sum_potential_density :
    ∑ i, (v i - w i) * (density β E n v i - density β E n w i) =
      ∑ s, (gibbs β E n v s - gibbs β E n w s) * extEnergy n (v - w) s := by
  simp only [density, extEnergy, ← Finset.sum_sub_distrib, Finset.mul_sum]
  rw [Finset.sum_comm]
  refine Finset.sum_congr rfl fun s _ => Finset.sum_congr rfl fun i _ => ?_
  simp only [Pi.sub_apply]
  ring

/-- The symmetrised relative entropy of two Gibbs states equals `-β` times the potential
difference paired with the density difference. -/
theorem relative_entropy_eq [Nonempty S] :
    ∑ s, (gibbs β E n v s - gibbs β E n w s) *
        (Real.log (gibbs β E n v s) - Real.log (gibbs β E n w s)) =
      -β * ∑ i, (v i - w i) * (density β E n v i - density β E n w i) := by
  rw [sum_potential_density]
  calc
    _ = ∑ s, (-β * ((gibbs β E n v s - gibbs β E n w s) * extEnergy n (v - w) s) +
          (Real.log (partitionFn β E n w) - Real.log (partitionFn β E n v)) *
            (gibbs β E n v s - gibbs β E n w s)) := by
        refine Finset.sum_congr rfl fun s _ => ?_
        rw [log_gibbs β E n v s, log_gibbs β E n w s, extEnergy_sub]
        ring
    _ = _ := by
        -- the `log Z` terms drop out because both states are normalised
        rw [Finset.sum_add_distrib, ← Finset.mul_sum, ← Finset.mul_sum,
          Finset.sum_sub_distrib, sum_gibbs, sum_gibbs]
        ring
```

**Q:** Where does the sign enter?

**A:** In two lemmas about positive numbers. With β > 0 they also yield an inequality for arbitrary v and w: if the potential is raised at one site only, the density there cannot increase.

```lean
lemma entropy_term_pos {a b : ℝ} (ha : 0 < a) (hb : 0 < b) (hab : a ≠ b) :
    0 < (a - b) * (Real.log a - Real.log b) := by
  rcases lt_or_gt_of_ne hab with h | h
  · exact mul_pos_of_neg_of_neg (sub_neg.2 h) (sub_neg.2 (Real.log_lt_log ha h))
  · exact mul_pos (sub_pos.2 h) (sub_pos.2 (Real.log_lt_log hb h))

lemma entropy_term_nonneg {a b : ℝ} (ha : 0 < a) (hb : 0 < b) :
    0 ≤ (a - b) * (Real.log a - Real.log b) := by
  by_cases hab : a = b
  · simp [hab]
  · exact (entropy_term_pos ha hb hab).le

/-- The change of the thermal density, paired with the change of the potential that
causes it, is never positive. -/
theorem density_response_nonpos [Nonempty S] (hβ : 0 < β) :
    ∑ i, (v i - w i) * (density β E n v i - density β E n w i) ≤ 0 := by
  have h := relative_entropy_eq β E n v w
  have h0 := Finset.sum_nonneg fun s (_ : s ∈ (Finset.univ : Finset S)) =>
    entropy_term_nonneg (gibbs_pos β E n v s) (gibbs_pos β E n w s)
  rw [h] at h0
  by_contra hx
  have := mul_pos hβ (not_le.1 hx)
  linarith
```

**Q:** A vanishing sum could hide cancellations.

**A:** Not with non-negative terms, and the proof turns on this. `Finset.sum_eq_zero_iff_of_nonneg` takes a proof that each term is non-negative and converts "the sum is zero" into "every term is zero". Applied at `s`, it gives one vanishing entropy term, which `entropy_term_pos` rules out unless the two probabilities agree.

```lean
/-- Two potentials with the same thermal densities have the same Gibbs state. -/
theorem gibbs_eq_of_density_eq [Nonempty S]
    (h : ∀ i, density β E n v i = density β E n w i) (s : S) :
    gibbs β E n v s = gibbs β E n w s := by
  have h0 := relative_entropy_eq β E n v w
  simp only [h, sub_self, mul_zero, Finset.sum_const_zero] at h0
  -- a vanishing sum of non-negative terms vanishes term by term
  have hs := (Finset.sum_eq_zero_iff_of_nonneg fun s _ =>
    entropy_term_nonneg (gibbs_pos β E n v s) (gibbs_pos β E n w s)).1 h0 s
      (Finset.mem_univ s)
  by_contra hne
  exact (entropy_term_pos (gibbs_pos β E n v s) (gibbs_pos β E n w s) hne).ne' hs
```

The converse factors out the common exponential:

```lean
/-- Potentials whose energies differ by the same amount in all configurations have the
same Gibbs state. -/
theorem gibbs_eq_of_constant_shift
    (h : ∀ s t, extEnergy n (v - w) s = extEnergy n (v - w) t) (s : S) :
    gibbs β E n v s = gibbs β E n w s := by
  have hb : ∀ t, boltzmann β E n v t =
      Real.exp (-β * extEnergy n (v - w) s) * boltzmann β E n w t := by
    intro t
    simp only [boltzmann]
    rw [← Real.exp_add, h s t, extEnergy_sub]
    congr 1
    ring
  have hZ : partitionFn β E n v =
      Real.exp (-β * extEnergy n (v - w) s) * partitionFn β E n w := by
    simp only [partitionFn, Finset.mul_sum]
    exact Finset.sum_congr rfl fun t _ => hb t
  simp only [gibbs]
  rw [hb s, hZ, mul_div_mul_left _ _ (Real.exp_ne_zero _)]
```

**Q:** So what does β > 0 do in the main theorem?

**A:** It lets us divide by β when comparing logarithms at `s` and `t`. At β = 0 all configurations are equally likely and the densities carry no trace of the potential.

```lean
/-- The uniqueness part of **Mermin's theorem**, for a finite model whose Hamiltonian is diagonal in
the configurations: two potentials give the same thermal densities exactly when `∑ i, (v i - w i) *
n s i` is independent of the configuration `s`. -/
theorem mermin [Nonempty S] (hβ : 0 < β) :
    (∀ i, density β E n v i = density β E n w i) ↔
      ∀ s t, extEnergy n (v - w) s = extEnergy n (v - w) t := by
  constructor
  · intro h s t
    -- compare the logarithms of the common Gibbs state at `s` and at `t`
    have hs := congrArg Real.log (gibbs_eq_of_density_eq β E n v w h s)
    have ht := congrArg Real.log (gibbs_eq_of_density_eq β E n v w h t)
    rw [log_gibbs, log_gibbs] at hs ht
    rw [extEnergy_sub, extEnergy_sub]
    apply mul_left_cancel₀ hβ.ne'
    linear_combination ht - hs
  · intro h i
    simp only [density, gibbs_eq_of_constant_shift β E n v w h]
```

**Q:** "Independent of s" is still not "up to a constant".

**A:** For general n_i it need not be. For fermions, a configuration is a set of N occupied sites, and the external energy is the sum of v over that set.

```lean
/-- Configurations of `N` spinless fermions: sets of `N` occupied sites. -/
abbrev Config (ι : Type*) (N : ℕ) := {s : Finset ι // s.card = N}

/-- Occupation number of site `i`: one if the site is occupied, zero otherwise. -/
def occupation [DecidableEq ι] {N : ℕ} (s : Config ι N) (i : ι) : ℝ :=
  if i ∈ s.1 then 1 else 0

lemma extEnergy_occupation [DecidableEq ι] {N : ℕ} (s : Config ι N) :
    extEnergy occupation v s = ∑ i ∈ s.1, v i := by
  simp [extEnergy, occupation]
```

Given sites i ≠ j, choose N − 1 other sites `A`. Comparing `insert i A` with `insert j A` moves one particle, and constancy of D gives v_i − w_i = v_j − w_j. Mermin's own setting is grand canonical. There, at a fixed chemical potential, the empty lattice is also a configuration, and comparing it with a single particle at i gives v_i = w_i, with no constant left free.

```lean
/-- For `N` spinless fermions without hopping, on a lattice that is neither empty nor full, the
thermal densities determine the potential up to an additive constant. -/
theorem fermion_potential_unique [DecidableEq ι] {N : ℕ} (hβ : 0 < β) (hN : 0 < N)
    (hlt : N < Fintype.card ι) (E : Config ι N → ℝ)
    (h : ∀ i, density β E occupation v i = density β E occupation w i) :
    ∃ c, ∀ i, v i = w i + c := by
  obtain ⟨B, -, hB⟩ := Finset.exists_subset_card_eq (s := (Finset.univ : Finset ι))
    (n := N) (by rw [Finset.card_univ]; exact hlt.le)
  have : Nonempty (Config ι N) := ⟨⟨B, hB⟩⟩
  have hc := (mermin β E occupation v w hβ).1 h
  obtain ⟨j⟩ := Fintype.card_pos_iff.1 (hN.trans hlt)
  refine ⟨v j - w j, fun i => ?_⟩
  by_cases hij : i = j
  · subst hij
    ring
  -- place the other `N - 1` particles away from `i` and `j`
  have hcard : N - 1 ≤ ((Finset.univ.erase i).erase j).card := by
    rw [Finset.card_erase_of_mem (Finset.mem_erase.2 ⟨Ne.symm hij, Finset.mem_univ j⟩),
      Finset.card_erase_of_mem (Finset.mem_univ i), Finset.card_univ]
    omega
  obtain ⟨A, hA, hAc⟩ := Finset.exists_subset_card_eq hcard
  have hi : i ∉ A := fun hm => by
    have := hA hm
    simp at this
  have hj : j ∉ A := fun hm => by
    have := hA hm
    simp at this
  -- moving one particle from `i` to `j` compares the two site potentials
  have key := hc ⟨insert i A, by rw [Finset.card_insert_of_notMem hi, hAc]; omega⟩
    ⟨insert j A, by rw [Finset.card_insert_of_notMem hj, hAc]; omega⟩
  simp only [extEnergy_occupation, Finset.sum_insert hi, Finset.sum_insert hj,
    Pi.sub_apply] at key
  linarith

end

end LatticeMermin
```

**Q:** Try the smallest case.

**A:** One particle on two sites: `A` is empty, and the densities are the two probabilities, so

v_1 − v_2 = E_2 − E_1 − (1/β) log(ρ_1/ρ_2).

Only the difference is fixed. With two particles there is a single configuration, both densities are 1, and the potential is undetermined; hence the condition `N < Fintype.card ι`.

```lean
#print axioms LatticeMermin.density_response_nonpos
#print axioms LatticeMermin.mermin
#print axioms LatticeMermin.fermion_potential_unique
```

```
'LatticeMermin.density_response_nonpos' depends on axioms: [propext, Classical.choice, Quot.sound]
'LatticeMermin.mermin' depends on axioms: [propext, Classical.choice, Quot.sound]
'LatticeMermin.fermion_potential_unique' depends on axioms: [propext, Classical.choice, Quot.sound]
```
